# The Peierls instability of two linear branches at zero doping, and the stiffness threshold at finite doping and fixed wavevector

Estimate by second-order perturbation theory how much electronic energy a one-dimensional metal gains from a small lattice distortion, and the answer is infinite. The distortion couples plane waves on two branches that cross at the Fermi level. An occupied level at depth $gq$ below the crossing, where $q>0$ is the distance in wavevector and $g$ the slope, is pushed down by $v^2/(2gq)$ when the coupling is $v$. Integrated down to $q=0$ this diverges, so it can't be compared with an elastic cost $Kv^2$.

The two-wave problem can be solved without perturbation theory. The matrix with diagonal entries $\pm gq$ and off-diagonal entry $v$ has eigenvalues $\pm\sqrt{g^2q^2+v^2}$, and the lower level drops by a finite amount even at $q=0$. For these non-interacting electrons at zero temperature, the gain integrated over $q$ behaves as $v^2\ln(1/v)/(2g)$ at small $v$ and overcomes any quadratic elastic cost. If doping removes the contribution of the states nearest the crossing while the distortion keeps its wavevector, a finite stiffness is enough to stabilise the chain against that distortion.

## The energy balance

```lean
import Mathlib

open Filter Topology

namespace PeierlsDoping

noncomputable section

/-- Electronic energy gain when a coupling `v` repels two linear branches `± g q`,
summed over the wavevector distances `q` from `q0` to `Q`. -/
def gain (g Q q0 v : ℝ) : ℝ :=
  ∫ q in q0..Q, (√((g * q) ^ 2 + v ^ 2) - g * q)
```

This defines the electronic gain
$$D(q_0,v)=\int_{q_0}^{Q}\left(\sqrt{g^2q^2+v^2}-gq\right)dq ,$$
written `gain g Q q0 v` in Lean. The cutoff $Q$ marks where the linear branches end. Doping enters through $q_0$: with holes, the lower states with $q<q_0$ are empty; with added electrons, both levels there are filled and their shifts cancel. The undoped chain has $q_0=0$. Two letters need care: $v$ is an energy, not a velocity, and $g$ is a band slope ($\hbar$ times the Fermi velocity), not a coupling constant.

```lean
/-- Energy of the distorted chain relative to the undistorted one: elastic cost `K v²`
minus the electronic gain. -/
def distortionEnergy (K g Q q0 v : ℝ) : ℝ :=
  K * v ^ 2 - gain g Q q0 v
```

The distorted chain has energy $Kv^2-D(q_0,v)$ relative to the undistorted one. The quadratic cost stands for a harmonic lattice whose displacement is proportional to $v$. Factors for spin, for the number of Fermi points and for the density of allowed wavevectors are absorbed into $K$.

## How far one level moves

```lean
/-- A level at depth `a > 0` is shifted by at most the second-order perturbation value
`v² / (2a)`. -/
theorem levelShift_le {a : ℝ} (v : ℝ) (ha : 0 < a) :
    √(a ^ 2 + v ^ 2) - a ≤ v ^ 2 / (2 * a) := by
  have ht : 2 * a * (v ^ 2 / (2 * a)) = v ^ 2 := by field_simp
  have h : √(a ^ 2 + v ^ 2) ≤ a + v ^ 2 / (2 * a) := by
    refine Real.sqrt_le_iff.2 ⟨by positivity, ?_⟩
    nlinarith [sq_nonneg (v ^ 2 / (2 * a))]
  linarith
```

In a Lean theorem the hypotheses stand before the last colon of the statement, the claim after it, and the proof after `:= by`. Here, for $a>0$ and any real $v$, the claim is
$$\sqrt{a^2+v^2}-a\le \frac{v^2}{2a}.$$
By hand, set $t=v^2/(2a)$. Then $(a+t)^2=a^2+v^2+t^2\ge a^2+v^2$, and taking roots gives the bound. Lean does the same: `Real.sqrt_le_iff` replaces the root by a comparison of squares, and `nlinarith` closes it with the hint $t^2\ge0$.

```lean
/-- A level at depth `a ≥ 0` is shifted by at least `v² / (2a + v)` when `v > 0`. -/
theorem le_levelShift {a v : ℝ} (ha : 0 ≤ a) (hv : 0 < v) :
    v ^ 2 / (2 * a + v) ≤ √(a ^ 2 + v ^ 2) - a := by
  have hs : √(a ^ 2 + v ^ 2) ^ 2 = a ^ 2 + v ^ 2 := Real.sq_sqrt (by positivity)
  have h1 : a ≤ √(a ^ 2 + v ^ 2) := Real.le_sqrt_of_sq_le (by nlinarith [sq_nonneg v])
  have h2 : √(a ^ 2 + v ^ 2) ≤ a + v :=
    Real.sqrt_le_iff.2 ⟨by positivity, by nlinarith [mul_nonneg ha hv.le]⟩
  rw [div_le_iff₀ (by positivity)]
  nlinarith [mul_nonneg (sub_nonneg.2 h1) (sub_nonneg.2 h2)]
```

The lower bound, for $a\ge0$ and $v>0$, is
$$\frac{v^2}{2a+v}\le\sqrt{a^2+v^2}-a .$$
Write $s=\sqrt{a^2+v^2}$. Then $a\le s\le a+v$ and $(s-a)(s+a)=v^2$. Since $s+a\le 2a+v$, we get $v^2\le(s-a)(2a+v)$, which is the claim after division. The facts `h1` and `h2` are the two bounds on $s$, and the last line multiplies them together. Unlike the perturbative value, this bound stays finite at $a=0$.

## From levels to logarithms

```lean
/-- With the states below `q0 > 0` removed, the gain is at most quadratic in the coupling:
`D(q0, v) ≤ v² ln(Q/q0) / (2g)`, for `g > 0` and `q0 ≤ Q`. -/
theorem gain_le {g Q q0 : ℝ} (v : ℝ) (hg : 0 < g) (hq0 : 0 < q0) (hQ : q0 ≤ Q) :
    gain g Q q0 v ≤ v ^ 2 / (2 * g) * Real.log (Q / q0) := by
  have hc : ContinuousOn (fun q : ℝ => v ^ 2 / (2 * g) * q⁻¹) (Set.Icc q0 Q) :=
    continuousOn_const.mul
      (continuousOn_inv₀.mono fun q hq => (hq0.trans_le hq.1).ne')
  have hf : Continuous fun q : ℝ => √((g * q) ^ 2 + v ^ 2) - g * q := by fun_prop
  rw [← integral_inv_of_pos hq0 (hq0.trans_le hQ), ← intervalIntegral.integral_const_mul]
  refine intervalIntegral.integral_mono_on hQ (hf.intervalIntegrable _ _)
    (hc.intervalIntegrable_of_Icc hQ) fun q hq => ?_
  have hq' : 0 < q := hq0.trans_le hq.1
  calc √((g * q) ^ 2 + v ^ 2) - g * q ≤ v ^ 2 / (2 * (g * q)) :=
        levelShift_le v (mul_pos hg hq')
    _ = v ^ 2 / (2 * g) * q⁻¹ := by field_simp
```

For $0<q_0\le Q$, put $a=gq$ in the upper bound and integrate:
$$D(q_0,v)\le\frac{v^2}{2g}\int_{q_0}^{Q}\frac{dq}{q}=\frac{v^2}{2g}\ln\frac{Q}{q_0}.$$
Lean first rewrites the logarithm as the integral of $1/q$, then uses `integral_mono_on`, which says that a pointwise inequality survives integration. The continuity statements `hc` and `hf` show that both integrands are integrable.

```lean
/-- Lower bound on the gain for `g, v > 0` and `0 ≤ q0 ≤ Q`, with the coupling itself
cutting off the logarithm at small wavevector. -/
theorem le_gain {g Q q0 v : ℝ} (hg : 0 < g) (hq0 : 0 ≤ q0) (hQ : q0 ≤ Q) (hv : 0 < v) :
    v ^ 2 / (2 * g) * Real.log ((2 * (g * Q) + v) / (2 * (g * q0) + v))
      ≤ gain g Q q0 v := by
  have hne : ∀ q, q0 ≤ q → 2 * (g * q) + v ≠ 0 := fun q hq => by
    have := mul_nonneg hg.le (hq0.trans hq)
    positivity
  have key : ∀ w : ℝ, w ≠ 0 → v ^ 2 / (2 * g) * (2 * (g * 1) / w) = v ^ 2 / w := by
    intro w hw
    field_simp
  -- the lower bound on the level shift has a logarithm as primitive
  have hd : ∀ q ∈ Set.uIcc q0 Q, HasDerivAt
      (fun q : ℝ => v ^ 2 / (2 * g) * Real.log (2 * (g * q) + v))
      (v ^ 2 / (2 * (g * q) + v)) q := by
    intro q hq
    rw [Set.uIcc_of_le hQ] at hq
    have h1 : HasDerivAt (fun q : ℝ => 2 * (g * q) + v) (2 * (g * 1)) q :=
      (((hasDerivAt_id' q).const_mul g).const_mul 2).add_const v
    exact ((h1.log (hne q hq.1)).const_mul (v ^ 2 / (2 * g))).congr_deriv
      (key _ (hne q hq.1))
  have hc : ContinuousOn (fun q : ℝ => v ^ 2 / (2 * (g * q) + v)) (Set.Icc q0 Q) :=
    ContinuousOn.div continuousOn_const (by fun_prop) fun q hq => hne q hq.1
  have hi := hc.intervalIntegrable_of_Icc (μ := MeasureTheory.volume) hQ
  have hf : Continuous fun q : ℝ => √((g * q) ^ 2 + v ^ 2) - g * q := by fun_prop
  rw [Real.log_div (hne Q hQ) (hne q0 le_rfl), mul_sub,
    ← intervalIntegral.integral_eq_sub_of_hasDerivAt hd hi]
  exact intervalIntegral.integral_mono_on hQ hi (hf.intervalIntegrable _ _)
    fun q hq => le_levelShift (mul_nonneg hg.le (hq0.trans hq.1)) hv
```

Integrating the lower bound gives, for $0\le q_0\le Q$ and $v>0$,
$$D(q_0,v)\ge\int_{q_0}^{Q}\frac{v^2}{2gq+v}\,dq=\frac{v^2}{2g}\ln\frac{2gQ+v}{2gq_0+v}.$$
The step `hd` differentiates the logarithm to confirm that it is a primitive, and the fundamental theorem of calculus then evaluates the integral. This bound allows $q_0=0$, where $v$ itself cuts off the logarithm.

```lean
/-- Without doping the gain is bounded on both sides by `v² ln(1/v) / (2g)` up to terms
of order `v²`, for `g > 0` and `0 < v ≤ Q`. -/
theorem gain_undoped_bounds {g Q v : ℝ} (hg : 0 < g) (hv : 0 < v) (hQ : v ≤ Q) :
    v ^ 2 / (2 * g) * (Real.log (2 * (g * Q)) + Real.log (1 / v)) ≤ gain g Q 0 v ∧
    gain g Q 0 v ≤ v ^ 2 + v ^ 2 / (2 * g) * (Real.log Q + Real.log (1 / v)) := by
  have hQ0 : 0 < Q := hv.trans_le hQ
  have hv1 : 1 / v ≠ 0 := by positivity
  constructor
  · refine le_trans ?_ (le_gain hg le_rfl hQ0.le hv)
    refine mul_le_mul_of_nonneg_left ?_ (by positivity)
    rw [← Real.log_mul (by positivity) hv1]
    apply Real.log_le_log (by positivity)
    rw [mul_one_div, mul_zero, mul_zero, zero_add]
    gcongr
    linarith
  · -- split at `q = v`: the inner part is at most `v²`, the outer part is logarithmic
    have hf : Continuous fun q : ℝ => √((g * q) ^ 2 + v ^ 2) - g * q := by fun_prop
    have hsplit : gain g Q 0 v = gain g v 0 v + gain g Q v v :=
      (intervalIntegral.integral_add_adjacent_intervals
        (hf.intervalIntegrable 0 v) (hf.intervalIntegrable v Q)).symm
    have hin : gain g v 0 v ≤ ∫ _q in (0 : ℝ)..v, v := by
      refine intervalIntegral.integral_mono_on hv.le (hf.intervalIntegrable _ _)
        (continuous_const.intervalIntegrable _ _) fun q hq => ?_
      have ha : 0 ≤ g * q := mul_nonneg hg.le hq.1
      have : √((g * q) ^ 2 + v ^ 2) ≤ g * q + v :=
        Real.sqrt_le_iff.2 ⟨by positivity, by nlinarith [mul_nonneg ha hv.le]⟩
      linarith
    rw [intervalIntegral.integral_const, smul_eq_mul, sub_zero] at hin
    have hout := gain_le v hg hv hQ
    rw [← mul_one_div Q v, Real.log_mul hQ0.ne' hv1] at hout
    rw [hsplit]
    linarith [sq v]
```

For the undoped chain with $0<v\le Q$, the symbol `∧` joins two bounds. The lower one follows from the previous theorem at $q_0=0$, because
$$\ln\frac{2gQ+v}{v}\ge\ln\frac{2gQ}{v}=\ln(2gQ)+\ln\frac1v .$$
For the upper one, split the integral at $q=v$. In the inner part $\sqrt{g^2q^2+v^2}\le gq+v$, so each level drops by at most $v$ and the integral is at most $v^2$. The outer part is `gain_le` with $q_0=v$. Together,
$$D(0,v)\le v^2+\frac{v^2}{2g}\left(\ln Q+\ln\frac1v\right).$$
Here $q$ and $v$ are plain numbers in fixed units. Splitting at $v/g$ would respect dimensions and would change only the term of order $v^2$.

## The undoped chain gives way

```lean
/-- The logarithm `ln(1/v)` diverges as the coupling goes to zero from above. -/
theorem tendsto_log_one_div :
    Tendsto (fun v : ℝ => Real.log (1 / v)) (𝓝[>] 0) atTop := by
  simp only [one_div]
  exact Real.tendsto_log_atTop.comp tendsto_inv_nhdsGT_zero
```

`𝓝[>] 0` means that $v$ approaches zero from above, and `atTop` means $+\infty$. The statement is $\ln(1/v)\to\infty$.

```lean
/-- Peierls logarithm: for `g, Q > 0` the undoped gain satisfies
`D(0, v) / (v² ln(1/v)) → 1/(2g)` as `v → 0⁺`. -/
theorem tendsto_gain_undoped {g Q : ℝ} (hg : 0 < g) (hQ : 0 < Q) :
    Tendsto (fun v => gain g Q 0 v / (v ^ 2 * Real.log (1 / v))) (𝓝[>] 0)
      (𝓝 (1 / (2 * g))) := by
  have hc : ∀ c : ℝ, Tendsto (fun v : ℝ => 1 / (2 * g) + c / Real.log (1 / v))
      (𝓝[>] 0) (𝓝 (1 / (2 * g))) := by
    intro c
    have h := (tendsto_log_one_div.const_div_atTop c).const_add (1 / (2 * g))
    rw [add_zero] at h
    exact h
  have alg : ∀ c v L : ℝ, L ≠ 0 →
      (1 / (2 * g) + c / L) * (v ^ 2 * L) = v ^ 2 / (2 * g) * L + c * v ^ 2 := by
    intro c v L hL
    have h : c / L * L = c := div_mul_cancel₀ c hL
    linear_combination v ^ 2 * h
  have hsmall : ∀ᶠ v : ℝ in 𝓝[>] 0, v ∈ Set.Ioo 0 (min 1 Q) :=
    Ioo_mem_nhdsGT (lt_min one_pos hQ)
  have hL : ∀ v ∈ Set.Ioo 0 (min 1 Q), 0 < Real.log (1 / v) := fun v hv =>
    Real.log_pos ((one_lt_div hv.1).2 (hv.2.trans_le (min_le_left _ _)))
  -- squeeze between two functions that differ from the limit by `const / ln(1/v)`
  refine tendsto_of_tendsto_of_tendsto_of_le_of_le'
    (hc (Real.log (2 * (g * Q)) / (2 * g))) (hc (1 + Real.log Q / (2 * g))) ?_ ?_
  · filter_upwards [hsmall] with v hv
    have hb := (gain_undoped_bounds hg hv.1 (hv.2.le.trans (min_le_right _ _))).1
    rw [le_div_iff₀ (mul_pos (pow_pos hv.1 2) (hL v hv)), alg _ _ _ (hL v hv).ne']
    refine le_trans (le_of_eq ?_) hb
    ring
  · filter_upwards [hsmall] with v hv
    have hb := (gain_undoped_bounds hg hv.1 (hv.2.le.trans (min_le_right _ _))).2
    rw [div_le_iff₀ (mul_pos (pow_pos hv.1 2) (hL v hv)), alg _ _ _ (hL v hv).ne']
    refine hb.trans (le_of_eq ?_)
    ring
```

This is the limit
$$\frac{D(0,v)}{v^2\ln(1/v)}\to\frac1{2g}\qquad(v\to0^+).$$
Let $L=\ln(1/v)$, which is positive for $0<v<1$. Dividing the two bounds by $v^2L$ gives
$$\frac1{2g}+\frac{\ln(2gQ)}{2gL}\le\frac{D(0,v)}{v^2L}\le\frac1{2g}+\frac{1}{L}\left(1+\frac{\ln Q}{2g}\right).$$
Both outer expressions tend to $1/(2g)$, which is `hc`. The step `hsmall` restricts $v$ to values below both $1$ and $Q$, and the long-named lemma after `refine` is the squeeze theorem.

```lean
/-- Peierls instability: for `g, Q > 0` and any elastic constant `K`, every sufficiently
small coupling `v > 0` lowers the energy of the undoped chain. -/
theorem peierls_instability {g Q : ℝ} (K : ℝ) (hg : 0 < g) (hQ : 0 < Q) :
    ∀ᶠ v in 𝓝[>] 0, distortionEnergy K g Q 0 v < 0 := by
  filter_upwards [Ioo_mem_nhdsGT hQ, tendsto_log_one_div.eventually_gt_atTop
    (K * (2 * g) - Real.log (2 * (g * Q)))] with v hv hlog
  have hb := (gain_undoped_bounds hg hv.1 hv.2.le).1
  have hK : K < (Real.log (2 * (g * Q)) + Real.log (1 / v)) / (2 * g) := by
    rw [lt_div_iff₀ (by positivity)]
    linarith
  have hm := mul_lt_mul_of_pos_left hK (pow_pos hv.1 2)
  rw [← mul_comm_div] at hm
  unfold distortionEnergy
  linarith
```

The symbol `∀ᶠ v in 𝓝[>] 0` reads "for all sufficiently small positive $v$". For every $K$, such a distortion lowers the energy. The lower bound gives
$$Kv^2-D(0,v)\le v^2\left[K-\frac{\ln(2gQ)+\ln(1/v)}{2g}\right],$$
and the bracket is negative once $\ln(1/v)>2gK-\ln(2gQ)$, that is, once $v<2gQ\,e^{-2gK}$. The proof imposes this condition together with $v<Q$.

## Doping sets a threshold

```lean
/-- In a doped chain (`g > 0`, `0 < q0 < Q`) with elastic constant below
`ln(Q/q0) / (2g)`, every sufficiently small coupling `v > 0` lowers the energy. -/
theorem doped_instability {K g Q q0 : ℝ} (hg : 0 < g) (hq0 : 0 < q0) (hQ : q0 < Q)
    (hK : K < Real.log (Q / q0) / (2 * g)) :
    ∀ᶠ v in 𝓝[>] 0, distortionEnergy K g Q q0 v < 0 := by
  have hQ0 : 0 < Q := hq0.trans hQ
  have h0 : (2 * (g * Q) + 0) / (2 * (g * q0) + 0) = Q / q0 := by
    rw [add_zero, add_zero]
    field_simp
  have hden : 2 * (g * q0) + 0 ≠ 0 := by
    rw [add_zero]
    positivity
  have hratio : (2 * (g * Q) + 0) / (2 * (g * q0) + 0) ≠ 0 := by
    rw [h0]
    positivity
  have hdiv : ContinuousAt (fun v : ℝ => (2 * (g * Q) + v) / (2 * (g * q0) + v)) 0 :=
    ContinuousAt.div (by fun_prop) (by fun_prop) hden
  have hcont : ContinuousAt (fun v : ℝ =>
      Real.log ((2 * (g * Q) + v) / (2 * (g * q0) + v)) / (2 * g)) 0 :=
    (hdiv.log hratio).div_const _
  have hev := hcont.tendsto.eventually (lt_mem_nhds (a := K) (by rw [h0]; exact hK))
  filter_upwards [nhdsWithin_le_nhds hev, self_mem_nhdsWithin] with v hv hpos
  have hv0 : 0 < v := hpos
  have hb := le_gain hg hq0.le hQ.le hv0
  have hm := mul_lt_mul_of_pos_left hv (pow_pos hv0 2)
  rw [← mul_comm_div] at hm
  unfold distortionEnergy
  linarith
```

Now let $0<q_0<Q$ and $K<\ln(Q/q_0)/(2g)$. As $v\to0$, the lower bound on $D(q_0,v)/v^2$ tends to $\ln(Q/q_0)/(2g)$, so it exceeds $K$ for all small $v>0$, and the energy of the distorted chain is negative. In Lean, `hcont` is the continuity of that bound at $v=0$, and `hev` says that it therefore stays above $K$ nearby.

```lean
/-- Doping threshold: for `g > 0` and `0 < q0 < Q`, no coupling lowers the energy
exactly when the elastic constant is at least `ln(Q/q0) / (2g)`. -/
theorem doped_stable_iff {K g Q q0 : ℝ} (hg : 0 < g) (hq0 : 0 < q0) (hQ : q0 < Q) :
    (∀ v, 0 ≤ distortionEnergy K g Q q0 v) ↔ Real.log (Q / q0) / (2 * g) ≤ K := by
  constructor
  · intro h
    by_contra hK
    obtain ⟨v, hv⟩ := (doped_instability hg hq0 hQ (not_le.1 hK)).exists
    exact not_lt_of_ge (h v) hv
  · intro hK v
    have hb := gain_le v hg hq0 hQ.le
    have hm := mul_le_mul_of_nonneg_left hK (sq_nonneg v)
    rw [← mul_comm_div] at hm
    unfold distortionEnergy
    linarith

end

end PeierlsDoping
```

```lean
#print axioms PeierlsDoping.tendsto_gain_undoped
-- 'PeierlsDoping.tendsto_gain_undoped' depends on axioms: [propext, Classical.choice, Quot.sound]
#print axioms PeierlsDoping.peierls_instability
-- 'PeierlsDoping.peierls_instability' depends on axioms: [propext, Classical.choice, Quot.sound]
#print axioms PeierlsDoping.doped_stable_iff
-- 'PeierlsDoping.doped_stable_iff' depends on axioms: [propext, Classical.choice, Quot.sound]
```

The two directions combine into an equivalence: no real $v$ lowers the energy exactly when
$$K\ge\frac{\ln(Q/q_0)}{2g}.$$
If $K$ is smaller, the previous theorem supplies a $v$ that violates stability. If $K$ is at least this large, `gain_le` gives $D(q_0,v)\le Kv^2$ for every $v$.

The threshold assumes that the distortion keeps its undoped wavevector. A real doped chain may shift the distortion to match its new Fermi points, and then this threshold does not apply.

In band-structure calculations a similar cutoff can come from sampling: within this non-interacting two-branch model, a finite wavevector mesh that misses the crossing gives a gain at most quadratic in $v$, so a stiff enough chain looks stable.

The same bounds also yield a neighbouring limit, which has no Lean proof here. For $0<q_0<Q$, dividing `gain_le` and `le_gain` by $v^2$ and squeezing gives
$$\frac{D(q_0,v)}{v^2}\to\frac{1}{2g}\ln\frac{Q}{q_0}\qquad(v\to0^+),$$
so at fixed doping the gain is quadratic to leading order, with the threshold stiffness as its coefficient.
